# Every pure spin-1/2 state is spin-up along exactly one direction, while the spin-1 state with m = 0 is fully up along none

The Bloch-sphere picture treats every pure state of spin 1/2 as an arrow in space, which points along the mean spin. Carried over to spin 1, it assigns the state with $m=0$ an arrow of length zero, and there is no axis along which a measurement on this state is certain to give $+1$ in units of $\hbar$. For a pure state of spin 1/2, a direction along which the spin is certain to be found up always exists and is unique; for a pure state of spin 1, a direction along which the result $+1$ is certain exists exactly when the components of the state satisfy one quadratic equation.

In Lean 4 with Mathlib:

```lean
import Mathlib

open Matrix ComplexConjugate

namespace SpinCoherentStates

noncomputable section

/-- The component `n·σ` of the Pauli vector along a real direction `n`. -/
def pauliAlong (n : Fin 3 → ℝ) : Matrix (Fin 2) (Fin 2) ℂ :=
  (n 0 : ℂ) • !![0, 1; 1, 0] + (n 1 : ℂ) • !![0, -Complex.I; Complex.I, 0]
    + (n 2 : ℂ) • !![1, 0; 0, -1]

/-- The real number `√2`, regarded as a complex number. -/
def sqrtTwo : ℂ := (Real.sqrt 2 : ℝ)

/-- The spin-1 matrix `Jx` in the basis of `Jz` eigenvectors with `m = 1, 0, -1`. -/
def Jx : Matrix (Fin 3) (Fin 3) ℂ := (sqrtTwo / 2) • !![0, 1, 0; 1, 0, 1; 0, 1, 0]

/-- The spin-1 matrix `Jy` in the same basis. -/
def Jy : Matrix (Fin 3) (Fin 3) ℂ :=
  (sqrtTwo / 2) • !![0, -Complex.I, 0; Complex.I, 0, -Complex.I; 0, Complex.I, 0]

/-- The spin-1 matrix `Jz`, diagonal with entries `1, 0, -1`. -/
def Jz : Matrix (Fin 3) (Fin 3) ℂ := !![1, 0, 0; 0, 0, 0; 0, 0, -1]

/-- The component `n·J` of the spin-1 angular momentum along a real direction `n`. -/
def spinOneAlong (n : Fin 3 → ℝ) : Matrix (Fin 3) (Fin 3) ℂ :=
  (n 0 : ℂ) • Jx + (n 1 : ℂ) • Jy + (n 2 : ℂ) • Jz

/-- The squared norm of a two-component spinor. -/
def weight (v : Fin 2 → ℂ) : ℝ := Complex.normSq (v 0) + Complex.normSq (v 1)

/-- The Bloch vector of a nonzero spinor `v`, which need not be normalised. -/
def blochVector (v : Fin 2 → ℂ) : Fin 3 → ℝ :=
  ![2 * (conj (v 0) * v 1).re / weight v, 2 * (conj (v 0) * v 1).im / weight v,
    (Complex.normSq (v 0) - Complex.normSq (v 1)) / weight v]

/-- The spin-1 vector `(a², √2 a b, b²)` formed by two parallel spins 1/2 in the state `(a, b)`. -/
def parallelPair (u : Fin 2 → ℂ) : Fin 3 → ℂ := ![u 0 ^ 2, sqrtTwo * u 0 * u 1, u 1 ^ 2]

/-- The spin-1 basis state with `m = 0`. -/
def e0 : Fin 3 → ℂ := ![0, 1, 0]

/-- The expectation `ψ† A ψ` of a spin-1 observable `A` in the unit vector `ψ`. -/
def expectation (A : Matrix (Fin 3) (Fin 3) ℂ) (ψ : Fin 3 → ℂ) : ℂ := star ψ ⬝ᵥ (A *ᵥ ψ)

lemma sqrtTwo_sq : sqrtTwo ^ 2 = 2 := by
  unfold sqrtTwo
  rw [← Complex.ofReal_pow, Real.sq_sqrt (by norm_num)]
  norm_num

/-- The equation `(n·σ)v = v` written out in components. -/
theorem pauliAlong_fix_iff (n : Fin 3 → ℝ) (v : Fin 2 → ℂ) :
    pauliAlong n *ᵥ v = v ↔
      (n 2 : ℂ) * v 0 + (n 0 - n 1 * Complex.I) * v 1 = v 0 ∧
      (n 0 + n 1 * Complex.I) * v 0 - n 2 * v 1 = v 1 := by
  have h0 : (pauliAlong n *ᵥ v) 0 = (n 2 : ℂ) * v 0 + (n 0 - n 1 * Complex.I) * v 1 := by
    simp [pauliAlong, Matrix.mulVec, dotProduct, Fin.sum_univ_two,
      -mul_eq_mul_left_iff, -mul_eq_mul_right_iff] <;> ring
  have h1 : (pauliAlong n *ᵥ v) 1 = (n 0 + n 1 * Complex.I) * v 0 - n 2 * v 1 := by
    simp [pauliAlong, Matrix.mulVec, dotProduct, Fin.sum_univ_two,
      -mul_eq_mul_left_iff, -mul_eq_mul_right_iff]
    ring
  constructor
  · intro h
    exact ⟨h0.symm.trans (congrFun h 0), h1.symm.trans (congrFun h 1)⟩
  · rintro ⟨a, b⟩
    funext i
    fin_cases i
    exacts [h0.trans a, h1.trans b]

/-- The equation `(n·J)v = v` for spin 1 written out in components. -/
theorem spinOneAlong_fix_iff (n : Fin 3 → ℝ) (v : Fin 3 → ℂ) :
    spinOneAlong n *ᵥ v = v ↔
      (n 2 : ℂ) * v 0 + sqrtTwo / 2 * (n 0 - n 1 * Complex.I) * v 1 = v 0 ∧
      sqrtTwo / 2 * ((n 0 + n 1 * Complex.I) * v 0 + (n 0 - n 1 * Complex.I) * v 2) = v 1 ∧
      sqrtTwo / 2 * (n 0 + n 1 * Complex.I) * v 1 - n 2 * v 2 = v 2 := by
  have h0 : (spinOneAlong n *ᵥ v) 0 =
      (n 2 : ℂ) * v 0 + sqrtTwo / 2 * (n 0 - n 1 * Complex.I) * v 1 := by
    simp [spinOneAlong, Jx, Jy, Jz, Matrix.mulVec, dotProduct, Fin.sum_univ_three,
      -mul_eq_mul_left_iff, -mul_eq_mul_right_iff]
    ring
  have h1 : (spinOneAlong n *ᵥ v) 1 = sqrtTwo / 2 *
      ((n 0 + n 1 * Complex.I) * v 0 + (n 0 - n 1 * Complex.I) * v 2) := by
    simp [spinOneAlong, Jx, Jy, Jz, Matrix.mulVec, dotProduct, Fin.sum_univ_three,
      -mul_eq_mul_left_iff, -mul_eq_mul_right_iff]
    ring
  have h2 : (spinOneAlong n *ᵥ v) 2 =
      sqrtTwo / 2 * (n 0 + n 1 * Complex.I) * v 1 - n 2 * v 2 := by
    simp [spinOneAlong, Jx, Jy, Jz, Matrix.mulVec, dotProduct, Fin.sum_univ_three,
      -mul_eq_mul_left_iff, -mul_eq_mul_right_iff]
    ring
  constructor
  · intro h
    exact ⟨h0.symm.trans (congrFun h 0), h1.symm.trans (congrFun h 1),
      h2.symm.trans (congrFun h 2)⟩
  · rintro ⟨a, b, c⟩
    funext i
    fin_cases i
    exacts [h0.trans a, h1.trans b, h2.trans c]

lemma weight_ne_zero {v : Fin 2 → ℂ} (hv : v ≠ 0) : weight v ≠ 0 := by
  intro h
  unfold weight at h
  have p := Complex.normSq_nonneg (v 0)
  have q := Complex.normSq_nonneg (v 1)
  have a : Complex.normSq (v 0) = 0 := by linarith
  have b : Complex.normSq (v 1) = 0 := by linarith
  apply hv
  funext i
  fin_cases i
  exacts [Complex.normSq_eq_zero.1 a, Complex.normSq_eq_zero.1 b]

lemma weight_eq (v : Fin 2 → ℂ) :
    weight v = (v 0).re ^ 2 + (v 0).im ^ 2 + (v 1).re ^ 2 + (v 1).im ^ 2 := by
  simp only [weight, Complex.normSq_apply]
  ring

lemma blochVector_mul {v : Fin 2 → ℂ} (hv : v ≠ 0) :
    blochVector v 0 * weight v = 2 * ((v 0).re * (v 1).re + (v 0).im * (v 1).im) ∧
    blochVector v 1 * weight v = 2 * ((v 0).re * (v 1).im - (v 0).im * (v 1).re) ∧
    blochVector v 2 * weight v =
      (v 0).re ^ 2 + (v 0).im ^ 2 - (v 1).re ^ 2 - (v 1).im ^ 2 := by
  have hN := weight_ne_zero hv
  refine ⟨?_, ?_, ?_⟩ <;> simp [blochVector, hN, Complex.normSq_apply] <;> ring

/-- The Bloch vector of a nonzero spinor has unit length. -/
theorem blochVector_unit {v : Fin 2 → ℂ} (hv : v ≠ 0) :
    blochVector v ⬝ᵥ blochVector v = 1 := by
  obtain ⟨hx, hy, hz⟩ := blochVector_mul hv
  have h : (blochVector v 0 * weight v) ^ 2 + (blochVector v 1 * weight v) ^ 2
      + (blochVector v 2 * weight v) ^ 2 = weight v ^ 2 := by
    rw [hx, hy, hz, weight_eq]
    ring
  simp only [dotProduct, Fin.sum_univ_three]
  apply mul_right_cancel₀ (pow_ne_zero 2 (weight_ne_zero hv))
  linear_combination h

/-- For a nonzero spinor `v`, the equation `(n·σ)v = v` holds exactly when `n` is the Bloch
vector of `v`. -/
theorem pauliAlong_fix_iff_bloch {v : Fin 2 → ℂ} (hv : v ≠ 0) (n : Fin 3 → ℝ) :
    pauliAlong n *ᵥ v = v ↔ n = blochVector v := by
  have hN := weight_ne_zero hv
  have hW := weight_eq v
  obtain ⟨hx, hy, hz⟩ := blochVector_mul hv
  -- split the two complex equations into four real ones
  rw [pauliAlong_fix_iff, Complex.ext_iff, Complex.ext_iff]
  simp only [Complex.add_re, Complex.sub_re, Complex.mul_re, Complex.add_im, Complex.sub_im,
    Complex.mul_im, Complex.ofReal_re, Complex.ofReal_im, Complex.I_re, Complex.I_im]
  constructor
  · rintro ⟨⟨a, b⟩, c, d⟩
    funext i
    apply mul_right_cancel₀ hN
    fin_cases i
    · change n 0 * weight v = blochVector v 0 * weight v
      linear_combination n 0 * hW + (v 1).re * a + (v 1).im * b + (v 0).re * c
        + (v 0).im * d - hx
    · change n 1 * weight v = blochVector v 1 * weight v
      linear_combination n 1 * hW + (v 0).re * d - (v 0).im * c - (v 1).re * b
        + (v 1).im * a - hy
    · change n 2 * weight v = blochVector v 2 * weight v
      linear_combination n 2 * hW + (v 0).re * a + (v 0).im * b - (v 1).re * c
        - (v 1).im * d - hz
  · rintro rfl
    refine ⟨⟨?_, ?_⟩, ?_, ?_⟩ <;> apply mul_right_cancel₀ hN
    · linear_combination (v 0).re * hz + (v 1).re * hx + (v 1).im * hy - (v 0).re * hW
    · linear_combination (v 0).im * hz + (v 1).im * hx - (v 1).re * hy - (v 0).im * hW
    · linear_combination (v 0).re * hx - (v 0).im * hy - (v 1).re * hz - (v 1).re * hW
    · linear_combination (v 0).im * hx + (v 0).re * hy - (v 1).im * hz - (v 1).im * hW

/-- Every nonzero spin-1/2 vector `v` satisfies `(n·σ)v = v` for exactly one real unit
vector `n`. -/
theorem spinHalf_existsUnique_direction {v : Fin 2 → ℂ} (hv : v ≠ 0) :
    ∃! n : Fin 3 → ℝ, n ⬝ᵥ n = 1 ∧ pauliAlong n *ᵥ v = v :=
  ⟨blochVector v, ⟨blochVector_unit hv, (pauliAlong_fix_iff_bloch hv _).2 rfl⟩,
    fun n h => (pauliAlong_fix_iff_bloch hv n).1 h.2⟩

/-- If `n·σ` fixes a spinor, then `n·J` fixes the spin-1 vector of two such parallel spins. -/
theorem parallelPair_fix {n : Fin 3 → ℝ} {u : Fin 2 → ℂ} (h : pauliAlong n *ᵥ u = u) :
    spinOneAlong n *ᵥ parallelPair u = parallelPair u := by
  obtain ⟨a, b⟩ := (pauliAlong_fix_iff n u).1 h
  have hc := sqrtTwo_sq
  refine (spinOneAlong_fix_iff n _).2 ⟨?_, ?_, ?_⟩ <;> simp only [parallelPair, Matrix.cons_val]
  · linear_combination u 0 * a + (n 0 - n 1 * Complex.I) * u 0 * u 1 / 2 * hc
  · linear_combination sqrtTwo / 2 * (u 0 * b + u 1 * a)
  · linear_combination u 1 * b + (n 0 + n 1 * Complex.I) * u 0 * u 1 / 2 * hc

/-- A spin-1 vector `v` with `v 1 ^ 2 = 2 * v 0 * v 2` is that of two parallel spins 1/2. -/
theorem exists_parallelPair {v : Fin 3 → ℂ} (h : v 1 ^ 2 = 2 * v 0 * v 2) :
    ∃ u, parallelPair u = v := by
  obtain ⟨a, ha⟩ := IsAlgClosed.exists_pow_nat_eq (v 0) (n := 2) (by norm_num)
  obtain ⟨b, hb⟩ := IsAlgClosed.exists_pow_nat_eq (v 2) (n := 2) (by norm_num)
  have hs : (sqrtTwo * a * b) ^ 2 = v 1 ^ 2 := by
    rw [h, mul_pow, mul_pow, sqrtTwo_sq, ha, hb]
  -- the square roots are fixed up to a sign, which is absorbed in `b`
  rcases eq_or_eq_neg_of_sq_eq_sq _ _ hs with h1 | h1
  · refine ⟨![a, b], ?_⟩
    funext i
    fin_cases i
    exacts [ha, h1, hb]
  · have h2 : sqrtTwo * a * (-b) = v 1 := by linear_combination -h1
    have h3 : (-b) ^ 2 = v 2 := by rw [neg_sq, hb]
    refine ⟨![a, -b], ?_⟩
    funext i
    fin_cases i
    exacts [ha, h2, h3]

/-- A spin-1 vector satisfies `(n·J)v = v` for some real unit vector `n` exactly when its components
obey `v 1 ^ 2 = 2 * v 0 * v 2`. -/
theorem spinOne_direction_iff (v : Fin 3 → ℂ) :
    (∃ n : Fin 3 → ℝ, n ⬝ᵥ n = 1 ∧ spinOneAlong n *ᵥ v = v) ↔ v 1 ^ 2 = 2 * v 0 * v 2 := by
  constructor
  · rintro ⟨n, -, h⟩
    obtain ⟨a, b, c⟩ := (spinOneAlong_fix_iff n v).1 h
    linear_combination v 0 * c + v 2 * a - v 1 * b
  · intro h
    obtain ⟨u, rfl⟩ := exists_parallelPair h
    rcases eq_or_ne u 0 with rfl | hu
    · exact ⟨![0, 0, 1], by simp [dotProduct, Fin.sum_univ_three],
        parallelPair_fix (Matrix.mulVec_zero _)⟩
    · exact ⟨blochVector u, blochVector_unit hu,
        parallelPair_fix ((pauliAlong_fix_iff_bloch hu _).2 rfl)⟩

/-- The spin-1 state `e0` is annihilated by `Jz`, has zero expectation of `Jx`, `Jy` and `Jz`,
and satisfies `(n·J)e0 = e0` for no real unit vector `n`. -/
theorem e0_has_no_direction :
    Jz *ᵥ e0 = 0 ∧
    (expectation Jx e0 = 0 ∧ expectation Jy e0 = 0 ∧ expectation Jz e0 = 0) ∧
    ¬ ∃ n : Fin 3 → ℝ, n ⬝ᵥ n = 1 ∧ spinOneAlong n *ᵥ e0 = e0 := by
  refine ⟨?_, ⟨?_, ?_, ?_⟩, ?_⟩
  · funext i
    fin_cases i <;> simp [Jz, e0, Matrix.mulVec, dotProduct, Fin.sum_univ_three]
  · simp [expectation, Jx, e0, Matrix.mulVec, dotProduct, Fin.sum_univ_three]
  · simp [expectation, Jy, e0, Matrix.mulVec, dotProduct, Fin.sum_univ_three]
  · simp [expectation, Jz, e0, Matrix.mulVec, dotProduct, Fin.sum_univ_three]
  · intro h
    have h1 := (spinOne_direction_iff e0).1 h
    simp [e0] at h1

end

end SpinCoherentStates
```

```lean
#print axioms SpinCoherentStates.spinHalf_existsUnique_direction
-- 'SpinCoherentStates.spinHalf_existsUnique_direction' depends on axioms: [propext, Classical.choice, Quot.sound]
#print axioms SpinCoherentStates.spinOne_direction_iff
-- 'SpinCoherentStates.spinOne_direction_iff' depends on axioms: [propext, Classical.choice, Quot.sound]
#print axioms SpinCoherentStates.e0_has_no_direction
-- 'SpinCoherentStates.e0_has_no_direction' depends on axioms: [propext, Classical.choice, Quot.sound]
```

## What it means for a state to point along n

A direction is a function `n : Fin 3 → ℝ` with `n ⬝ᵥ n = 1`. Its entries $n_0,n_1,n_2$ are the $x$, $y$ and $z$ components. A spin-1/2 state is a complex vector $v=(v_0,v_1)$ in the basis up, down along $z$, and `pauliAlong n` is $n\cdot\sigma$. The spin operator is $\hbar\sigma/2$, so $(n\cdot\sigma)v=v$ says that a spin measurement along $n$ gives $+\hbar/2$ with certainty.

A spin-1 state is a vector $(v_0,v_1,v_2)$ whose entries belong to $m=1,0,-1$. The $m=0$ component is therefore $v_1$. The matrices `Jx`, `Jy` and `Jz` are the usual ones in units of $\hbar$, and `spinOneAlong n` is $n\cdot J$. Its largest eigenvalue for a unit vector $n$ is $1$, and the nonzero solutions of $(n\cdot J)v=v$ are the spin-1 coherent states.

The theorem `spinHalf_existsUnique_direction` says that each $v\neq0$ in $\mathbb C^2$ has exactly one real unit vector $n$ with $(n\cdot\sigma)v=v$. The vector need not be normalised. The hypothesis $v\neq0$ is needed because every $n$ fixes the zero vector.

The theorem `spinOne_direction_iff` says that a spin-1 vector is fixed by $n\cdot J$ for some real unit $n$ if and only if

$$v_1^2=2v_0v_2 .$$

It includes $v=0$, where both sides hold trivially, and it makes no statement about the uniqueness of $n$.

The theorem `e0_has_no_direction` concerns `e0`, the vector $(0,1,0)$. It states that $J_z$ annihilates this vector, that all three expectations vanish, and that no real unit $n$ satisfies $(n\cdot J)e_0=e_0$. The function `expectation` is $\psi^\dagger A\psi$ without a denominator, which is the physical mean value here because $e_0$ has norm one.

For a single spin in a pure state, this marks a limit of the arrow picture in quantum mechanics: it describes all states of spin 1/2, but only the coherent ones of spin 1. Mixed states and spins above 1 are not treated. The matrices are written down explicitly, not derived from the commutation relations.

## Solving for the Bloch vector

Write $n_\pm=n_0\pm i n_1$. By `pauliAlong_fix_iff`, the equation $(n\cdot\sigma)v=v$ is the pair

$$n_2v_0+n_-v_1=v_0,\qquad n_+v_0-n_2v_1=v_1 .$$

Let $w=|v_0|^2+|v_1|^2$, which is `weight v` and is positive for $v\neq0$. Multiply the second equation by $\bar v_0$, and the complex conjugate of the first by $v_1$:

$$n_+|v_0|^2-n_2\bar v_0v_1=\bar v_0v_1,\qquad n_2\bar v_0v_1+n_+|v_1|^2=\bar v_0v_1 .$$

Their sum is $n_+w=2\bar v_0v_1$. Next, multiply the first equation by $\bar v_0$, the second by $\bar v_1$, and subtract:

$$n_2w+n_-\bar v_0v_1-n_+v_0\bar v_1=|v_0|^2-|v_1|^2 .$$

The two middle terms are a number minus its conjugate, so they are purely imaginary. The real part leaves $n_2w=|v_0|^2-|v_1|^2$. Hence $n$ must be

$$n_0=\frac{2\,\mathrm{Re}(\bar v_0v_1)}{w},\qquad n_1=\frac{2\,\mathrm{Im}(\bar v_0v_1)}{w},\qquad n_2=\frac{|v_0|^2-|v_1|^2}{w},$$

which is the definition of `blochVector`.

Conversely, this $n$ solves both equations. Multiplied by $w$, their left-hand sides become

$$(|v_0|^2-|v_1|^2)v_0+2v_0|v_1|^2=wv_0,\qquad 2|v_0|^2v_1-(|v_0|^2-|v_1|^2)v_1=wv_1 .$$

Its length is one because

$$4|v_0|^2|v_1|^2+(|v_0|^2-|v_1|^2)^2=w^2 .$$

In the file, `blochVector_mul` clears the denominators and `blochVector_unit` proves the length. The equivalence is `pauliAlong_fix_iff_bloch`. It splits the two complex equations into four real ones, named `a`, `b`, `c` and `d`, and `linear_combination` adds them with the real and imaginary parts of $v_0$ and $v_1$ as coefficients. These are the multiplications above, written in real form. The equivalence does not assume that $n$ has unit length, so the Bloch vector is the only fixing vector in all of $\mathbb R^3$. Existence and uniqueness then follow at once.

## Why spin 1 has a quadratic condition

By `spinOneAlong_fix_iff`, the equation $(n\cdot J)v=v$ has the components

$$\begin{aligned}
n_2v_0+\tfrac{\sqrt2}{2}n_-v_1&=v_0,\\
\tfrac{\sqrt2}{2}(n_+v_0+n_-v_2)&=v_1,\\
\tfrac{\sqrt2}{2}n_+v_1-n_2v_2&=v_2 .
\end{aligned}$$

Take $v_2$ times the first, plus $v_0$ times the third, minus $v_1$ times the second. Every term on the left cancels, and the right-hand side gives $0=2v_0v_2-v_1^2$. This is the single `linear_combination` in the forward half of `spinOne_direction_iff`.

For the other half, consider two spins 1/2 in the same state $u=(u_0,u_1)$. Their product state is symmetric, and its components in the triplet basis are

$$(u_0^2,\ \sqrt2\,u_0u_1,\ u_1^2).$$

The factor $\sqrt2$ comes from the normalised $m=0$ state $(|{\uparrow\downarrow}\rangle+|{\downarrow\uparrow}\rangle)/\sqrt2$. The file takes this formula as the definition of `parallelPair` and does not construct the tensor product.

If $n\cdot\sigma$ fixes $u$, then $n\cdot J$ fixes this vector. The three components are

$$\begin{aligned}
n_2u_0^2+n_-u_0u_1&=u_0(n_2u_0+n_-u_1)=u_0^2,\\
\tfrac{\sqrt2}{2}(n_+u_0^2+n_-u_1^2)&=\tfrac{\sqrt2}{2}\big[u_0(n_+u_0-n_2u_1)+u_1(n_2u_0+n_-u_1)\big]=\sqrt2\,u_0u_1,\\
n_+u_0u_1-n_2u_1^2&=u_1(n_+u_0-n_2u_1)=u_1^2 .
\end{aligned}$$

This is `parallelPair_fix`, where `hc` supplies $(\sqrt2)^2=2$.

Every vector that obeys the quadratic condition has this form. Choose complex numbers $a$ and $b$ with $a^2=v_0$ and $b^2=v_2$. Then

$$(\sqrt2\,ab)^2=2v_0v_2=v_1^2,$$

so $\sqrt2\,ab=\pm v_1$. If the sign is negative, replace $b$ by $-b$, which leaves $b^2$ unchanged. The lemma `exists_parallelPair` follows these steps, with the square roots supplied by the algebraic closedness of $\mathbb C$.

It remains to choose the direction. If $u\neq0$, the Bloch vector of $u$ is a unit vector that fixes $u$, and therefore also fixes the spin-1 vector. If $u=0$, the spin-1 vector is zero and any direction serves; the proof takes the $z$ axis.

## The state with m = 0

For $e_0=(0,1,0)$ the condition $v_1^2=2v_0v_2$ reads $1=0$, so no direction exists. The expectation of a matrix in $e_0$ is its middle diagonal entry, which is zero for $J_x$, $J_y$ and $J_z$. The middle column of $J_z$ is zero as well, so $J_ze_0=0$. The state is thus sharp along $z$, with the value $0$, and still has no direction along which it is fully up.
